# A linearly coupled phonon has an exact exponential eigenfunction and no polynomial one

Let a phonon mode of frequency \(w\neq 0\) be coupled linearly, with real strength \(g\), to a fixed source. With \(\hbar=1\) and the zero-point energy left out, its Hamiltonian acts on entire functions of \(z\) as

\[
H = w\,z\frac{d}{dz} + g\Bigl(z+\frac{d}{dz}\Bigr).
\]

Then \(e^{tz}\) is an eigenfunction with energy \(E\) exactly when \(t=-g/w\) and \(E=-g^2/w\). If \(g\neq0\), no polynomial is an eigenfunction, so no eigenfunction is a finite combination of the phonon number states \(z^n\).

In this Bargmann form, multiplication by \(z\) creates a phonon, \(d/dz\) annihilates one, and the constant function \(1\) is the vacuum. The function \(e^{tz}\) is therefore the coupled-cluster ansatz with a single-phonon amplitude \(t\). For \(w>0\) it gives the exact ground state of this model, and the exponent needs no higher powers of \(z\).

## The amplitude equation

Since \((e^{tz}f)'=e^{tz}(f'+tf)\),

\[
e^{-tz}H(e^{tz}f)= wz(f'+tf)+g(zf+f'+tf)=Hf+t(wz+g)f .
\]

For the vacuum, \(H1=gz\), and so

\[
He^{tz}=\bigl[gt+(wt+g)z\bigr]e^{tz}.
\]

This equals \(Ee^{tz}\) for all \(z\) exactly when the bracket is the constant \(E\). Setting \(z=0\) gives \(E=gt\), and setting \(z=1\) then gives \(wt+g=0\). Hence \(t=-g/w\) and \(E=-g^2/w\).

## Why polynomials fail

Let \(p\) have degree \(N\) and leading coefficient \(p_N\neq0\). In \(Hp=Ep\), the terms \(wzp'\), \(gp'\) and \(Ep\) have degree at most \(N\). Only \(gzp\) reaches \(z^{N+1}\), with coefficient \(gp_N\), so \(gp_N=0\), which is impossible for \(g\neq0\).

The same comparison of degrees works if an anharmonic term \(\kappa\,(z\,d/dz)^2\) is added to \(H\), because that term does not raise the degree either.

## All entire eigenfunctions

Put \(a=g/w\) and \(u=e^{az}f\). The equation \(Hf=Ef\) reads \(w(z+a)f'=(E-gz)f\). Using \(wa=g\),

\[
w(z+a)u'=e^{az}\bigl[(E-gz)+g(z+a)\bigr]f=(E+ga)u .
\]

So \((z+a)u'=\mu u\) with \(\mu=(E+ga)/w\). Differentiating \(k\) times gives

\[
(z+a)u^{(k+1)}=(\mu-k)u^{(k)} .
\]

At \(z=-a\) the left side vanishes, so \(u^{(k)}(-a)=0\) unless \(k=\mu\). A nonzero \(u\) needs a surviving Taylor coefficient, which forces \(\mu=n\in\{0,1,2,\dots\}\) and \(u=c(z+a)^n\) with \(c\neq0\). Therefore

\[
f=c\,(z+g/w)^n e^{-gz/w},\qquad E=nw-\frac{g^2}{w}.
\]

Conversely, \(u=c(z+a)^n\) satisfies \((z+a)u'=nu\), and the steps reverse. For \(w>0\) the exponential is the ground state; normalised in the Bargmann inner product it is \(e^{-g^2/(2w^2)}e^{-gz/w}\). As \(g\to0\) the eigenfunctions become the number states \(cz^n\) with energies \(nw\). These are polynomials, so \(g\neq0\) is needed above.

## The Hamiltonian and its eigenfunctions in Lean

```lean
import Mathlib

open Polynomial

namespace LinearPhononCoupling

/-- The Hamiltonian `w a* a + g (a* + a)` of a linearly coupled phonon in Bargmann form,
where `a*` is multiplication by `z` and `a` is `d/dz`. -/
noncomputable def phononH (w g : ℝ) (f : ℂ → ℂ) (z : ℂ) : ℂ :=
  (w : ℂ) * (z * deriv f z) + (g : ℂ) * (z * f z + deriv f z)
```

The parameters `w` and `g` are real and are read as complex numbers inside the formula; `deriv` is the complex derivative.

```lean
/-- An eigenfunction with energy `E`: an entire function, not identically zero, with
`H f = E f`. -/
def IsEigenfunction (w g : ℝ) (E : ℂ) (f : ℂ → ℂ) : Prop :=
  Differentiable ℂ f ∧ (∃ z, f z ≠ 0) ∧ ∀ z, phononH w g f z = E * f z
```

An eigenfunction is differentiable on all of \(\mathbb C\), is nonzero somewhere, and satisfies the eigenvalue equation at every point. The energy may be any complex number, and its reality comes out as a result. No inner product or operator domain enters the definition. The model has one mode and no electronic degrees of freedom: the source that sets \(g\) does not respond to the phonon.

## The similarity transform and the exponential

```lean
/-- The annihilation operator `d/dz` multiplies the exponential `exp (t z)` by `t`. -/
theorem hasDerivAt_exp_mul (t z : ℂ) :
    HasDerivAt (fun y : ℂ => Complex.exp (t * y)) (Complex.exp (t * z) * t) z := by
  have h : HasDerivAt (fun y : ℂ => t * y) t z := by
    simpa using (hasDerivAt_id' z).const_mul t
  exact h.cexp

/-- The similarity-transformed Hamiltonian of coupled-cluster theory: on entire functions,
`exp (-t z) H exp (t z) = H + t (w z + g)`. -/
theorem similarity_transform (w g : ℝ) (t : ℂ) {f : ℂ → ℂ} (hf : Differentiable ℂ f)
    (z : ℂ) :
    Complex.exp (-(t * z)) * phononH w g (fun y => Complex.exp (t * y) * f y) z
      = phononH w g f z + t * ((w : ℂ) * z + g) * f z := by
  have h := (hasDerivAt_exp_mul t z).fun_mul (hf z).hasDerivAt
  have he : Complex.exp (-(t * z)) * Complex.exp (t * z) = 1 := by
    rw [← Complex.exp_add, neg_add_cancel, Complex.exp_zero]
  simp only [phononH]
  rw [h.deriv]
  linear_combination ((w : ℂ) * (z * deriv f z) + (g : ℂ) * (z * f z + deriv f z)
    + t * ((w : ℂ) * z + g) * f z) * he
```

The first lemma differentiates the exponential. The second applies the product rule and uses `he`, which states \(e^{-tz}e^{tz}=1\), to remove the exponentials.

```lean
/-- For `w ≠ 0` the exponential ansatz `exp (t z)` is an eigenfunction with energy `E`
exactly when `t = -g/w` and `E = -g²/w`. -/
theorem exponential_ansatz_iff {w : ℝ} (hw : w ≠ 0) (g : ℝ) (t E : ℂ) :
    IsEigenfunction w g E (fun z => Complex.exp (t * z)) ↔
      t = -(g : ℂ) / w ∧ E = -(g : ℂ) ^ 2 / w := by
  have hw' : (w : ℂ) ≠ 0 := Complex.ofReal_ne_zero.2 hw
  -- the transformed Hamiltonian acting on the phonon vacuum
  have hH : ∀ z, phononH w g (fun y => Complex.exp (t * y)) z
      = (g * t + (w * t + g) * z) * Complex.exp (t * z) := by
    intro z
    have s := similarity_transform (f := fun _ => (1 : ℂ)) w g t (differentiable_const 1) z
    have h1 : phononH w g (fun _ => (1 : ℂ)) z = g * z := by simp [phononH]
    rw [h1] at s
    simp only [mul_one] at s
    have he : Complex.exp (t * z) * Complex.exp (-(t * z)) = 1 := by
      rw [← Complex.exp_add, add_neg_cancel, Complex.exp_zero]
    linear_combination Complex.exp (t * z) * s
      - phononH w g (fun y => Complex.exp (t * y)) z * he
  constructor
  · rintro ⟨-, -, h⟩
    have key : ∀ z, (g : ℂ) * t + (w * t + g) * z = E := fun z =>
      mul_right_cancel₀ (Complex.exp_ne_zero (t * z)) ((hH z).symm.trans (h z))
    have h0 := key 0
    have h1 := key 1
    rw [eq_div_iff hw', eq_div_iff hw']
    constructor
    · linear_combination h1 - h0
    · linear_combination (-(w : ℂ)) * h0 + (g : ℂ) * (h1 - h0)
  · rintro ⟨ht, hE⟩
    have h1 := (eq_div_iff hw').1 ht
    have h2 := (eq_div_iff hw').1 hE
    have h3 : (g : ℂ) * t = E := by
      apply mul_right_cancel₀ hw'
      linear_combination (g : ℂ) * h1 - h2
    refine ⟨fun z => (hasDerivAt_exp_mul t z).differentiableAt,
      ⟨0, Complex.exp_ne_zero _⟩, fun z => ?_⟩
    rw [hH z]
    linear_combination Complex.exp (t * z) * (h3 + z * h1)
```

Here `hH` is the formula for \(He^{tz}\), obtained from the similarity transform with \(f=1\). In the forward direction, `key` cancels the nonzero exponential, and its values at \(0\) and \(1\) give the amplitude and the energy. The converse substitutes them back. The hypothesis is `w ≠ 0`, so the physical case \(w>0\) is included.

## The number states and the full spectrum

```lean
/-- A nonzero entire solution of `(z + a) u' = μ u` is a multiple of `(z + a) ^ n`,
and `μ = n` is a natural number. -/
theorem entire_number_state {u : ℂ → ℂ} (hu : Differentiable ℂ u) (hne : ∃ z, u z ≠ 0)
    {a μ : ℂ} (h : ∀ z, (z + a) * deriv u z = μ * u z) :
    ∃ n : ℕ, ∃ c : ℂ, c ≠ 0 ∧ μ = n ∧ ∀ z, u z = c * (z + a) ^ n := by
  have hd : ∀ k : ℕ, Differentiable ℂ (iteratedDeriv k u) := by
    intro k
    induction k with
    | zero => simpa [iteratedDeriv_zero] using hu
    | succ k ih =>
      rw [iteratedDeriv_succ]
      exact differentiableOn_univ.1 ((differentiableOn_univ.2 ih).deriv isOpen_univ)
  -- each differentiation lowers the eigenvalue by one
  have hit : ∀ (k : ℕ) (z : ℂ), (z + a) * iteratedDeriv (k + 1) u z
      = (μ - k) * iteratedDeriv k u z := by
    intro k
    induction k with
    | zero => intro z; simpa [iteratedDeriv_one, iteratedDeriv_zero] using h z
    | succ k ih =>
      intro z
      have hl : HasDerivAt (fun y => (y + a) * iteratedDeriv (k + 1) u y)
          (1 * iteratedDeriv (k + 1) u z
            + (z + a) * deriv (iteratedDeriv (k + 1) u) z) z :=
        ((hasDerivAt_id' z).add_const a).fun_mul (hd (k + 1) z).hasDerivAt
      have hfun : (fun y => (y + a) * iteratedDeriv (k + 1) u y)
          = fun y => (μ - k) * iteratedDeriv k u y := funext ih
      rw [hfun] at hl
      have e := hl.unique ((hd k z).hasDerivAt.const_mul (μ - k))
      have s1 : iteratedDeriv (k + 1) u = deriv (iteratedDeriv k u) := iteratedDeriv_succ
      have s2 : iteratedDeriv (k + 1 + 1) u = deriv (iteratedDeriv (k + 1) u) :=
        iteratedDeriv_succ
      rw [← s2, ← s1] at e
      push_cast
      linear_combination e
  have hz : ∀ k : ℕ, μ ≠ k → iteratedDeriv k u (-a) = 0 := by
    intro k hk
    have h0 := hit k (-a)
    rw [neg_add_cancel, zero_mul] at h0
    exact (mul_eq_zero.1 h0.symm).resolve_left (sub_ne_zero.2 hk)
  have ht : ∀ z, ∑' k : ℕ, (k.factorial : ℂ)⁻¹ * iteratedDeriv k u (-a) * (z - -a) ^ k
      = u z := by
    intro z
    apply Complex.taylorSeries_eq_of_entire'
    exact hu
  by_cases hn : ∃ n : ℕ, μ = n
  · obtain ⟨n, hn⟩ := hn
    -- only the n-th Taylor coefficient survives
    have hform : ∀ z, u z
        = (n.factorial : ℂ)⁻¹ * iteratedDeriv n u (-a) * (z + a) ^ n := by
      intro z
      have ho : ∀ k : ℕ, k ≠ n →
          (k.factorial : ℂ)⁻¹ * iteratedDeriv k u (-a) * (z - -a) ^ k = 0 := by
        intro k hk
        have hk' : μ ≠ k := fun e => hk (Nat.cast_injective (e.symm.trans hn))
        rw [hz k hk', mul_zero, zero_mul]
      rw [← ht z, tsum_eq_single n ho, sub_neg_eq_add]
    refine ⟨n, _, fun hc => ?_, hn, hform⟩
    obtain ⟨z, hz0⟩ := hne
    exact hz0 (by rw [hform z, hc, zero_mul])
  · exfalso
    obtain ⟨z, hz0⟩ := hne
    have hall : ∀ k : ℕ, iteratedDeriv k u (-a) = 0 := fun k => hz k fun e => hn ⟨k, e⟩
    apply hz0
    rw [← ht z]
    simp [hall]
```

`hd` shows that every derivative of \(u\) is again entire, and `hit` proves the differentiated equation by induction on \(k\). `hz` evaluates it at \(-a\), and `ht` is the Taylor series about that point. If \(\mu\) is a natural number, `tsum_eq_single` keeps the one surviving term; otherwise every coefficient is zero, against the assumption that \(u\) is nonzero somewhere.

```lean
/-- For `w ≠ 0` the entire eigenfunctions are exactly the nonzero multiples of
`(z + g/w) ^ n exp (-g z/w)`, with energies `n w - g²/w`, `n = 0, 1, 2, ...`. -/
theorem eigenfunction_iff {w : ℝ} (hw : w ≠ 0) (g : ℝ) (E : ℂ) (f : ℂ → ℂ) :
    IsEigenfunction w g E f ↔ ∃ n : ℕ, ∃ c : ℂ, c ≠ 0 ∧
      E = n * w - (g : ℂ) ^ 2 / w ∧
      ∀ z, f z = c * (z + (g : ℂ) / w) ^ n * Complex.exp (-((g : ℂ) / w) * z) := by
  have hw' : (w : ℂ) ≠ 0 := Complex.ofReal_ne_zero.2 hw
  obtain ⟨a, haeq⟩ : ∃ a : ℂ, a = (g : ℂ) / w := ⟨_, rfl⟩
  have ha : a * w = g := (eq_div_iff hw').1 haeq
  rw [← haeq]
  constructor
  · rintro ⟨hf, ⟨z₀, hz₀⟩, h⟩
    obtain ⟨μ, hμeq⟩ : ∃ μ : ℂ, μ = (E + g * a) / w := ⟨_, rfl⟩
    have hμ : μ * w = E + g * a := (eq_div_iff hw').1 hμeq
    -- remove the exponential factor
    have hD := fun z => (hasDerivAt_exp_mul a z).fun_mul (hf z).hasDerivAt
    obtain ⟨n, c, hc, hn, hu⟩ := entire_number_state
      (u := fun y => Complex.exp (a * y) * f y) (a := a) (μ := μ)
      (fun z => (hD z).differentiableAt)
      ⟨z₀, mul_ne_zero (Complex.exp_ne_zero _) hz₀⟩ (by
        intro z
        have hz := h z
        simp only [phononH] at hz
        rw [(hD z).deriv]
        apply mul_left_cancel₀ hw'
        linear_combination Complex.exp (a * z) * hz
          + Complex.exp (a * z) * (z * f z + deriv f z + a * f z) * ha
          - Complex.exp (a * z) * f z * hμ)
    refine ⟨n, c, hc, ?_, fun z => ?_⟩
    · rw [hn] at hμ
      linear_combination -hμ - (g : ℂ) * haeq
    · have he : Complex.exp (-a * z) * Complex.exp (a * z) = 1 := by
        rw [← Complex.exp_add, neg_mul, neg_add_cancel, Complex.exp_zero]
      linear_combination Complex.exp (-a * z) * hu z - f z * he
  · rintro ⟨n, c, hc, hE, hf⟩
    obtain rfl : f = fun z => c * (z + a) ^ n * Complex.exp (-a * z) := funext hf
    have hE' : E = n * w - g * a := by rw [hE, haeq]; ring
    have hD : ∀ z, HasDerivAt (fun y => c * (y + a) ^ n * Complex.exp (-a * y))
        (c * (n * (z + a) ^ (n - 1)) * Complex.exp (-a * z)
          + c * (z + a) ^ n * (Complex.exp (-a * z) * -a)) z := by
      intro z
      have hpow : HasDerivAt (fun y => (y + a) ^ n) (n * (z + a) ^ (n - 1)) z := by
        simpa using ((hasDerivAt_id' z).add_const a).fun_pow n
      exact (hpow.const_mul c).fun_mul (hasDerivAt_exp_mul (-a) z)
    refine ⟨fun z => (hD z).differentiableAt,
      ⟨1 - a, by simp [hc, Complex.exp_ne_zero]⟩, fun z => ?_⟩
    have hp : (n : ℂ) * (z + a) ^ (n - 1) * (z + a) = n * (z + a) ^ n := by
      rcases n with _ | m
      · simp
      · rw [Nat.add_sub_cancel, pow_succ]; ring
    simp only [phononH]
    rw [(hD z).deriv]
    generalize (z + a) ^ (n - 1) = Q at hp ⊢
    generalize (z + a) ^ n = P at hp ⊢
    generalize Complex.exp (-a * z) = e
    linear_combination (w : ℂ) * c * e * hp - (c * n * Q * e + z * c * P * e) * ha
      - c * P * e * hE'
```

The forward direction applies the previous lemma to \(e^{az}f\) and then multiplies by \(e^{-az}\). The converse differentiates the stated function directly; `hp` is the identity \(n(z+a)^{n-1}(z+a)=n(z+a)^n\), with \(n=0\) treated separately. The point \(1-a\) shows that the function is not identically zero.

## Finite phonon expansions

```lean
/-- For nonzero coupling `g` no polynomial in `z`, that is, no finite phonon expansion,
is an eigenfunction, whatever the energy `E`. -/
theorem no_polynomial_eigenfunction (w : ℝ) {g : ℝ} (hg : g ≠ 0) (E : ℂ) (p : ℂ[X]) :
    ¬ IsEigenfunction w g E (fun z => p.eval z) := by
  rintro ⟨-, ⟨z₀, hz₀⟩, h⟩
  have hpoly : C (w : ℂ) * (X * derivative p) + C (g : ℂ) * (X * p + derivative p)
      = C E * p := by
    apply Polynomial.funext
    intro z
    have hz := h z
    simp only [phononH] at hz
    rw [(p.hasDerivAt z).deriv] at hz
    simp only [eval_add, eval_mul, eval_C, eval_X]
    linear_combination hz
  -- compare the coefficients one degree above the top of p
  have h1 : p.coeff (p.natDegree + 1) = 0 := coeff_eq_zero_of_natDegree_lt (by omega)
  have h2 : p.coeff (p.natDegree + 1 + 1) = 0 := coeff_eq_zero_of_natDegree_lt (by omega)
  have hc := congrArg (fun q : ℂ[X] => q.coeff (p.natDegree + 1)) hpoly
  simp only [coeff_add, coeff_C_mul, coeff_X_mul, coeff_derivative, h1, h2, zero_mul,
    mul_zero, add_zero, zero_add] at hc
  have hlead := (mul_eq_zero.1 hc).resolve_left (Complex.ofReal_ne_zero.2 hg)
  have hp : p = 0 := leadingCoeff_eq_zero.1 hlead
  exact hz₀ (by simp only [hp, eval_zero])

end LinearPhononCoupling
```

The eigenvalue equation, valid at every \(z\), becomes an identity between polynomials through `Polynomial.funext`. Taking the coefficient at `p.natDegree + 1` leaves \(g\) times the leading coefficient equal to zero, so \(p=0\), a contradiction. This theorem puts no condition on `w`. It shows that, for \(g\neq0\), no combination of finitely many number states \(z^n\) is an exact eigenfunction of this one-mode model. For \(w>0\) the variational principle then places the lowest energy computed in a truncated number basis strictly above \(-g^2/w\). The theorem says nothing about how fast that energy converges as the basis grows.

```lean
#print axioms LinearPhononCoupling.exponential_ansatz_iff
#print axioms LinearPhononCoupling.eigenfunction_iff
#print axioms LinearPhononCoupling.no_polynomial_eigenfunction
```

```
'LinearPhononCoupling.exponential_ansatz_iff' depends on axioms: [propext, Classical.choice, Quot.sound]
'LinearPhononCoupling.eigenfunction_iff' depends on axioms: [propext, Classical.choice, Quot.sound]
'LinearPhononCoupling.no_polynomial_eigenfunction' depends on axioms: [propext, Classical.choice, Quot.sound]
```
